# Every positive one-particle density on a finite connected lattice with nonpositive hopping has a potential, unique up to a constant

Let one quantum particle live on finitely many sites, with a real symmetric matrix $T$ whose off-diagonal entries are nonpositive and link all sites. Then every strictly positive density $\rho$ with $\sum_i\rho_i=1$ is the ground-state density of $T+\mathrm{diag}(v)$ for some real potential $v$. The potentials that do this are exactly

$$v_i=-\frac{(T\sqrt\rho)_i}{\sqrt{\rho_i}}+c,\qquad c\in\mathbb R .$$

This is the step from density to potential in density-functional theory, for a single particle on a finite lattice. The hypotheses do not reach the passage from there to interacting electrons in continuous space.

## Sites, energies and ground states

```lean
import Mathlib

open Matrix

namespace LatticeVRepresentability

noncomputable section

variable {n : Type*} [Fintype n] [DecidableEq n]
```

The type `n` is the finite set of sites. A vector `n → ℝ` gives one real number per site.

```lean
/-- The energy form `⟨ψ|H|ψ⟩` of a real amplitude vector. -/
def energy (H : Matrix n n ℝ) (ψ : n → ℝ) : ℝ := ψ ⬝ᵥ H *ᵥ ψ
```

This is $E_H[\psi]=\sum_{ij}\psi_iH_{ij}\psi_j$, where `*ᵥ` applies a matrix to a vector and `⬝ᵥ` is the dot product. It is the expectation value of the energy when $\psi$ is normalised. Amplitudes are real, which suits a real symmetric $H$: the energy and squared norm of $a+ib$ are the sums of those of $a$ and $b$.

```lean
/-- A ground state is a normalised `ψ` with `⟨φ|H|φ⟩ ≥ ⟨ψ|H|ψ⟩⟨φ|φ⟩` for every `φ`. -/
def IsGroundState (H : Matrix n n ℝ) (ψ : n → ℝ) : Prop :=
  ψ ⬝ᵥ ψ = 1 ∧ ∀ φ : n → ℝ, energy H ψ * (φ ⬝ᵥ φ) ≤ energy H φ
```

A ground state has $\psi\cdot\psi=1$ and satisfies $E_H[\psi]\,(\varphi\cdot\varphi)\le E_H[\varphi]$ for every $\varphi$. This is the Rayleigh–Ritz principle without a division by the squared norm.

```lean
/-- The potential `v` represents `ρ`: the Hamiltonian `T + diag v` has a ground state, and
every ground state has the site density `ρ`. -/
def Represents (T : Matrix n n ℝ) (v ρ : n → ℝ) : Prop :=
  (∃ ψ, IsGroundState (T + diagonal v) ψ) ∧
    ∀ ψ, IsGroundState (T + diagonal v) ψ → ∀ i, ψ i ^ 2 = ρ i
```

`Represents T v ρ` says that a ground state exists and that every ground state has $\psi_i^2=\rho_i$. A degenerate level whose states have different densities therefore represents none of them.

```lean
/-- Any two sites are joined by a path of nonzero matrix elements of `T`. -/
def HoppingConnected (T : Matrix n n ℝ) : Prop :=
  ∀ i j, Relation.ReflTransGen (fun a b => T a b ≠ 0) i j
```

Any two sites are joined by a chain of nonzero entries of $T$. The diagonal of $T$ may hold arbitrary on-site energies. In the common convention with hopping amplitude $t>0$, a link has $T_{ij}=-t$.

```lean
/-- The inverted potential `-(T√ρ)ᵢ / √ρᵢ`, meant for strictly positive densities. -/
def invertedPotential (T : Matrix n n ℝ) (ρ : n → ℝ) (i : n) : ℝ :=
  -((T *ᵥ fun j => √(ρ j)) i) / √(ρ i)
```

This is the potential displayed at the start, with $c=0$. From here on, $s_i=\sqrt{\rho_i}$.

## Energy, eigenvalue equation and symmetries

```lean
/-- The energy is the hopping energy plus the potential energy of the density. -/
theorem energy_add_diagonal (T : Matrix n n ℝ) (v ψ : n → ℝ) :
    energy (T + diagonal v) ψ =
      ∑ i, ∑ j, T i j * ψ i * ψ j + ∑ i, v i * ψ i ^ 2 := by
  rw [energy, Matrix.add_mulVec, dotProduct_add]
  congr 1
  · simp only [dotProduct, Matrix.mulVec, Finset.mul_sum]
    exact Finset.sum_congr rfl fun i _ => Finset.sum_congr rfl fun j _ => by ring
  · simp only [dotProduct, Matrix.mulVec_diagonal]
    exact Finset.sum_congr rfl fun i _ => by ring
```

In each `theorem` of this text, the hypotheses stand before the last colon of the statement, the claim after it, and the proof after `:=`. Here the claim is

$$E[\psi]=\sum_{ij}T_{ij}\psi_i\psi_j+\sum_i v_i\psi_i^2 .$$

```lean
omit [DecidableEq n] in
/-- A ground state of a real symmetric Hamiltonian solves the stationary Schrödinger
equation, with its own energy as eigenvalue. -/
theorem IsGroundState.eigen {H : Matrix n n ℝ} {ψ : n → ℝ} (h : IsGroundState H ψ)
    (hH : H.IsSymm) : H *ᵥ ψ = energy H ψ • ψ := by
  obtain ⟨r, hr⟩ : ∃ r, r = H *ᵥ ψ - energy H ψ • ψ := ⟨_, rfl⟩
  have ha : r ⬝ᵥ r = r ⬝ᵥ H *ᵥ ψ - energy H ψ * (r ⬝ᵥ ψ) := by
    calc r ⬝ᵥ r = r ⬝ᵥ (H *ᵥ ψ - energy H ψ • ψ) := by rw [← hr]
      _ = _ := by rw [dotProduct_sub, dotProduct_smul, smul_eq_mul]
  have hsym : ψ ⬝ᵥ H *ᵥ r = r ⬝ᵥ H *ᵥ ψ := by
    rw [Matrix.dotProduct_mulVec, ← Matrix.mulVec_transpose, hH.eq, dotProduct_comm]
  -- vary the state along the residual `r`
  have key : ∀ t : ℝ, 0 ≤ 2 * t * (r ⬝ᵥ r) +
      t ^ 2 * (energy H r - energy H ψ * (r ⬝ᵥ r)) := by
    intro t
    have e1 : energy H (ψ + t • r) =
        energy H ψ + 2 * t * (r ⬝ᵥ H *ᵥ ψ) + t ^ 2 * energy H r := by
      simp only [energy, Matrix.mulVec_add, Matrix.mulVec_smul, dotProduct_add,
        add_dotProduct, smul_dotProduct, dotProduct_smul, smul_eq_mul, hsym]
      ring
    have e2 : (ψ + t • r) ⬝ᵥ (ψ + t • r) = 1 + 2 * t * (r ⬝ᵥ ψ) + t ^ 2 * (r ⬝ᵥ r) := by
      simp only [dotProduct_add, add_dotProduct, smul_dotProduct, dotProduct_smul,
        smul_eq_mul, h.1, dotProduct_comm ψ r]
      ring
    have h2 := h.2 (ψ + t • r)
    rw [e1, e2] at h2
    linear_combination h2 - 2 * t * ha
  -- a nonnegative parabola through the origin has no slope there
  have aux : ∀ a K : ℝ, 0 ≤ K → (∀ t : ℝ, 0 ≤ 2 * t * a + t ^ 2 * K) → a = 0 := by
    intro a K hK hq
    by_contra hne
    have hK1 : K + 1 ≠ 0 := by positivity
    obtain ⟨q, rfl⟩ : ∃ q, a = q * (K + 1) := ⟨a / (K + 1), (div_mul_cancel₀ a hK1).symm⟩
    have hq0 : q ≠ 0 := left_ne_zero_of_mul hne
    have hpos : 0 < q ^ 2 * (K + 2) := by positivity
    nlinarith [hq (-q)]
  have hr0 := dotProduct_self_eq_zero.1 (aux _ _ (sub_nonneg.2 (h.2 r)) key)
  exact sub_eq_zero.1 (hr.symm.trans hr0)
```

A ground state of a symmetric $H$ solves $H\psi=E\psi$ with $E=E_H[\psi]$. To see this, let $r=H\psi-E\psi$ be the residual and try $\varphi=\psi+tr$. Minimality reads

$$E\,(1+2t\,r\cdot\psi+t^2\,r\cdot r)\le E+2t\,r\cdot H\psi+t^2\,r\cdot Hr,$$

where symmetry has merged the two cross terms. Subtracting gives `key`:

$$0\le 2t\,(r\cdot r)+t^2K,\qquad K=r\cdot Hr-E\,r\cdot r\ge0 .$$

Write $r\cdot r=q(K+1)$ and set $t=-q$. The right side becomes $-q^2(K+2)$, so $q=0$ and $r=0$. This is the step `aux`, where `nlinarith` finishes the inequality.

```lean
/-- With nonpositive off-diagonal hopping, the absolute value of a ground state is again
a ground state. -/
theorem IsGroundState.abs {T : Matrix n n ℝ} {v ψ : n → ℝ}
    (h : IsGroundState (T + diagonal v) ψ) (hoff : ∀ i j, i ≠ j → T i j ≤ 0) :
    IsGroundState (T + diagonal v) (fun i => |ψ i|) := by
  have hle : energy (T + diagonal v) (fun i => |ψ i|) ≤ energy (T + diagonal v) ψ := by
    rw [energy_add_diagonal, energy_add_diagonal]
    simp only [sq_abs]
    have hsum : ∑ i, ∑ j, T i j * |ψ i| * |ψ j| ≤ ∑ i, ∑ j, T i j * ψ i * ψ j := by
      refine Finset.sum_le_sum fun i _ => Finset.sum_le_sum fun j _ => ?_
      rw [mul_assoc, mul_assoc, ← abs_mul]
      by_cases hij : i = j
      · rw [hij, abs_mul_self]
      · exact mul_le_mul_of_nonpos_left (le_abs_self _) (hoff i j hij)
    linarith
  refine ⟨by simpa only [dotProduct, abs_mul_abs_self] using h.1, fun φ => ?_⟩
  have hφ : 0 ≤ φ ⬝ᵥ φ := Finset.sum_nonneg fun i _ => mul_self_nonneg (φ i)
  exact (mul_le_mul_of_nonneg_right hle hφ).trans (h.2 φ)
```

If $\psi$ is a ground state, so is $|\psi|$, taken site by site. For $i\ne j$, $T_{ij}\le0$ and $|\psi_i\psi_j|\ge\psi_i\psi_j$ give $T_{ij}|\psi_i||\psi_j|\le T_{ij}\psi_i\psi_j$. Diagonal terms, potential energy and norm do not change. The energy has not risen, so $|\psi|$ inherits the minimum property.

```lean
/-- A constant shift of the potential leaves the ground states unchanged. -/
theorem isGroundState_shift (T : Matrix n n ℝ) {v w : n → ℝ} {c : ℝ}
    (hw : ∀ i, w i = v i + c) (ψ : n → ℝ) :
    IsGroundState (T + diagonal w) ψ ↔ IsGroundState (T + diagonal v) ψ := by
  have hE : ∀ x, energy (T + diagonal w) x = energy (T + diagonal v) x + c * (x ⬝ᵥ x) := by
    intro x
    have hx : ∑ i, w i * x i ^ 2 = ∑ i, v i * x i ^ 2 + c * (x ⬝ᵥ x) := by
      rw [dotProduct, Finset.mul_sum, ← Finset.sum_add_distrib]
      exact Finset.sum_congr rfl fun i _ => by rw [hw i]; ring
    rw [energy_add_diagonal, energy_add_diagonal, hx]
    ring
  refine and_congr_right fun h1 => forall_congr' fun φ => ?_
  rw [hE ψ, hE φ, h1]
  constructor <;> intro h <;> linarith
```

If $w_i=v_i+c$, then $E_w[\varphi]=E_v[\varphi]+c\,\varphi\cdot\varphi$. Both sides of the ground-state inequality gain $c\,\varphi\cdot\varphi$, so the ground states are the same.

## The inverted potential produces the density

```lean
/-- For symmetric `T` and positive `ρ`, the energy in the inverted potential is a weighted
sum of squared differences of the ratios `xᵢ/√ρᵢ`. -/
theorem energy_inverted {T : Matrix n n ℝ} {ρ : n → ℝ} (hT : T.IsSymm)
    (hρ : ∀ i, 0 < ρ i) (x : n → ℝ) :
    energy (T + diagonal (invertedPotential T ρ)) x =
      -(1 / 2) * ∑ i, ∑ j, T i j * √(ρ i) * √(ρ j) * (x i / √(ρ i) - x j / √(ρ j)) ^ 2 := by
  have hs : ∀ i, √(ρ i) ≠ 0 := fun i => (Real.sqrt_pos.2 (hρ i)).ne'
  obtain ⟨y, hy⟩ : ∃ y : n → ℝ, ∀ i, x i = √(ρ i) * y i :=
    ⟨fun i => x i / √(ρ i), fun i => (mul_div_cancel₀ (x i) (hs i)).symm⟩
  have hd : ∀ i, x i / √(ρ i) = y i := fun i => by
    rw [hy, mul_div_cancel_left₀ _ (hs i)]
  have hv : ∑ i, invertedPotential T ρ i * x i ^ 2 =
      -∑ i, ∑ j, T i j * √(ρ i) * √(ρ j) * y i ^ 2 := by
    rw [← Finset.sum_neg_distrib]
    refine Finset.sum_congr rfl fun i _ => ?_
    have e : ∑ j, T i j * √(ρ i) * √(ρ j) * y i ^ 2 =
        (T *ᵥ fun j => √(ρ j)) i * (√(ρ i) * y i ^ 2) := by
      simp only [Matrix.mulVec, dotProduct, Finset.sum_mul]
      exact Finset.sum_congr rfl fun j _ => by ring
    have e' : invertedPotential T ρ i * √(ρ i) = -((T *ᵥ fun j => √(ρ j)) i) :=
      div_mul_cancel₀ _ (hs i)
    rw [e, hy]
    linear_combination (√(ρ i) * y i ^ 2) * e'
  have hsym : ∑ i, ∑ j, T i j * √(ρ i) * √(ρ j) * y j ^ 2 =
      ∑ i, ∑ j, T i j * √(ρ i) * √(ρ j) * y i ^ 2 := by
    rw [Finset.sum_comm]
    exact Finset.sum_congr rfl fun i _ => Finset.sum_congr rfl fun j _ => by
      rw [hT.apply i j]; ring
  have hexp : ∑ i, ∑ j, T i j * √(ρ i) * √(ρ j) * (y i - y j) ^ 2 =
      ∑ i, ∑ j, T i j * √(ρ i) * √(ρ j) * y i ^ 2 - 2 * ∑ i, ∑ j, T i j * x i * x j +
        ∑ i, ∑ j, T i j * √(ρ i) * √(ρ j) * y j ^ 2 := by
    simp only [Finset.mul_sum, ← Finset.sum_add_distrib, ← Finset.sum_sub_distrib]
    exact Finset.sum_congr rfl fun i _ => Finset.sum_congr rfl fun j _ => by
      rw [hy i, hy j]; ring
  rw [energy_add_diagonal]
  simp only [hd]
  linear_combination hv + (1 / 2) * hexp + (1 / 2) * hsym
```

The claim is

$$E[x]=-\tfrac12\sum_{ij}T_{ij}s_is_j\left(\frac{x_i}{s_i}-\frac{x_j}{s_j}\right)^2 .$$

Put $x_i=s_iy_i$. Since $v_is_i=-\sum_jT_{ij}s_j$, the potential energy is

$$\sum_iv_is_i^2y_i^2=-\sum_{ij}T_{ij}s_is_jy_i^2=-\tfrac12\sum_{ij}T_{ij}s_is_j(y_i^2+y_j^2),$$

where the last step uses the symmetry of $T$. Adding the hopping energy $\sum_{ij}T_{ij}s_is_jy_iy_j$ completes the square. In the code, `hv` is the first equality, `hsym` the exchange of indices and `hexp` the expanded square; `linear_combination` adds them up.

```lean
/-- For symmetric, connected `T` with nonpositive off-diagonal entries, the inverted
potential represents the given positive, normalised density. -/
theorem inverted_represents {T : Matrix n n ℝ} {ρ : n → ℝ} (hT : T.IsSymm)
    (hoff : ∀ i j, i ≠ j → T i j ≤ 0) (hconn : HoppingConnected T)
    (hρ : ∀ i, 0 < ρ i) (hsum : ∑ i, ρ i = 1) :
    Represents T (invertedPotential T ρ) ρ := by
  have hs : ∀ i, 0 < √(ρ i) := fun i => Real.sqrt_pos.2 (hρ i)
  have hterm : ∀ (x : n → ℝ) (i j : n),
      T i j * √(ρ i) * √(ρ j) * (x i / √(ρ i) - x j / √(ρ j)) ^ 2 ≤ 0 := by
    intro x i j
    by_cases hij : i = j
    · simp [hij]
    · rw [mul_assoc, mul_assoc]
      exact mul_nonpos_iff.2 (Or.inr ⟨hoff i j hij, by positivity⟩)
  have hnon : ∀ x, 0 ≤ energy (T + diagonal (invertedPotential T ρ)) x := by
    intro x
    rw [energy_inverted hT hρ]
    exact mul_nonneg_iff.2 (Or.inr ⟨by norm_num, Finset.sum_nonpos fun i _ =>
      Finset.sum_nonpos fun j _ => hterm x i j⟩)
  have hnorm : (fun i => √(ρ i)) ⬝ᵥ (fun i => √(ρ i)) = 1 :=
    (Finset.sum_congr rfl fun i _ => Real.mul_self_sqrt (hρ i).le).trans hsum
  have hzero : energy (T + diagonal (invertedPotential T ρ)) (fun i => √(ρ i)) = 0 := by
    have hd : ∀ i, √(ρ i) / √(ρ i) = 1 := fun i => div_self (hs i).ne'
    rw [energy_inverted hT hρ]
    simp [hd]
  refine ⟨⟨_, hnorm, fun φ => by rw [hzero, zero_mul]; exact hnon φ⟩, fun ψ hψ i => ?_⟩
  -- a ground state has zero energy, so every squared difference on a link vanishes
  have h0 := hψ.2 (fun i => √(ρ i))
  rw [hzero, hnorm, mul_one] at h0
  have h0 := le_antisymm h0 (hnon ψ)
  rw [energy_inverted hT hρ] at h0
  have hS := (mul_eq_zero.1 h0).resolve_left (by norm_num)
  have hlink : ∀ a b, T a b ≠ 0 → ψ a / √(ρ a) = ψ b / √(ρ b) := by
    intro a b hab
    have h1 := (Finset.sum_eq_zero_iff_of_nonpos fun a _ =>
      Finset.sum_nonpos fun b _ => hterm ψ a b).1 hS a (Finset.mem_univ a)
    have h2 := (Finset.sum_eq_zero_iff_of_nonpos fun b _ => hterm ψ a b).1 h1 b
      (Finset.mem_univ b)
    have hne := mul_ne_zero (mul_ne_zero hab (hs a).ne') (hs b).ne'
    exact sub_eq_zero.1 ((pow_eq_zero_iff two_ne_zero).1
      ((mul_eq_zero.1 h2).resolve_left hne))
  have hconst : ∀ b, ψ i / √(ρ i) = ψ b / √(ρ b) := by
    intro b
    have h := hconn i b
    induction h with
    | refl => rfl
    | tail _ hbc ih => exact ih.trans (hlink _ _ hbc)
  -- normalisation fixes the common ratio up to sign
  have hsq : ∀ b, ψ b * ψ b = (ψ i / √(ρ i)) ^ 2 * ρ b := by
    intro b
    rw [hconst b, div_pow, Real.sq_sqrt (hρ b).le, div_mul_cancel₀ _ (hρ b).ne', sq]
  have hc : (ψ i / √(ρ i)) ^ 2 = 1 := by
    have h : ∑ b, ψ b * ψ b = 1 := hψ.1
    rwa [Finset.sum_congr rfl fun b _ => hsq b, ← Finset.mul_sum, hsum, mul_one] at h
  rw [sq, hsq i, hc, one_mul]
```

In the sum above, the diagonal terms vanish and every other term has $T_{ij}s_is_j\le0$. Hence $E[x]\ge0$ for all $x$ (`hnon`). At $x=s$ all ratios are 1, so $E[s]=0$ (`hzero`). Since $s\cdot s=\sum_i\rho_i=1$, $s$ is a ground state.

Now let $\psi$ be any ground state. Then $E[\psi]\le E[s]=0$, so $E[\psi]=0$. A sum of nonpositive terms is zero only if each term is, so $\psi_a/s_a=\psi_b/s_b$ whenever $T_{ab}\ne0$ (`hlink`). Connectedness makes the ratio a constant $k$ over all sites (`hconst`). Then $\psi_b^2=k^2\rho_b$, and summing over $b$ gives $k^2=1$. Hence $\psi_i^2=\rho_i$.

### From one link to the whole lattice

The step from `hlink` to `hconst` rests on how connectedness was defined. `Relation.ReflTransGen` takes a one-step relation, here "$T_{ab}\ne0$", and builds "reachable in finitely many steps" from two rules:

- `refl`: every site reaches itself.
- `tail`: if $i$ reaches $b$, and $b$ is linked to $c$, then $i$ reaches $c$.

Because reachability arises only from these rules, Lean's `induction` asks for one argument per rule. For `refl` the two ratios are identical. For `tail`, the induction hypothesis `ih` says that the ratios at $i$ and $b$ agree, `hlink` says the same for $b$ and $c$, and `ih.trans` chains the two equalities. No path has to be written down or numbered.

## All potentials for a given density

```lean
/-- **Lattice v-representability.** For symmetric, connected `T` with nonpositive off-diagonal
entries and a positive, normalised density `ρ`, the potentials representing `ρ` are exactly
the inverted potential plus a constant. -/
theorem represents_iff {T : Matrix n n ℝ} {ρ : n → ℝ} (hT : T.IsSymm)
    (hoff : ∀ i j, i ≠ j → T i j ≤ 0) (hconn : HoppingConnected T)
    (hρ : ∀ i, 0 < ρ i) (hsum : ∑ i, ρ i = 1) (v : n → ℝ) :
    Represents T v ρ ↔ ∃ c, ∀ i, v i = invertedPotential T ρ i + c := by
  constructor
  · rintro ⟨⟨ψ, h⟩, hall⟩
    have hs : ∀ i, |ψ i| = √(ρ i) := fun i => by
      rw [← hall ψ h i, Real.sqrt_sq_eq_abs]
    -- the square root of the density solves the Schrödinger equation, which gives `v`
    have he := (h.abs hoff).eigen (hT.add (Matrix.isSymm_diagonal v))
    simp only [hs] at he
    refine ⟨energy (T + diagonal v) (fun i => √(ρ i)), fun i => ?_⟩
    have hi := congrFun he i
    rw [Matrix.add_mulVec, Pi.add_apply, Matrix.mulVec_diagonal, Pi.smul_apply,
      smul_eq_mul] at hi
    rw [invertedPotential, ← sub_eq_iff_eq_add, eq_div_iff (Real.sqrt_pos.2 (hρ i)).ne']
    linear_combination hi
  · rintro ⟨c, hc⟩
    have h := inverted_represents hT hoff hconn hρ hsum
    simpa only [Represents, isGroundState_shift T hc] using h
```

The symbol `↔` carries both halves of the result. Read from right to left with $c=0$, it gives a potential for $\rho$. Read from left to right, it says that any two such potentials differ by a constant.

For the direction from left to right, let $\psi$ be a ground state for $v$ with density $\rho$. Then $|\psi_i|=s_i$, so $s$ is itself a ground state and obeys

$$(Ts)_i+v_is_i=E\,s_i\quad\Longrightarrow\quad v_i=-\frac{(Ts)_i}{s_i}+E .$$

The constant is the ground-state energy. This argument does not use connectedness. The other direction combines the previous theorem with the invariance under constant shifts.

## Two sites without hopping

```lean
/-- On a lattice of just two sites with `T = 0`, no potential represents a strictly positive
density. -/
theorem not_represents_without_hopping (v ρ : Fin 2 → ℝ) (hρ : ∀ i, 0 < ρ i) :
    ¬ Represents 0 v ρ := by
  rintro ⟨_, h⟩
  -- a particle localised on the lower site is a ground state
  rcases le_total (v 0) (v 1) with hv | hv
  · have g : IsGroundState (0 + diagonal v) ![1, 0] := by
      refine ⟨by simp [dotProduct, Fin.sum_univ_two], fun φ => ?_⟩
      rw [energy_add_diagonal, energy_add_diagonal]
      simp [dotProduct, Fin.sum_univ_two]
      nlinarith [mul_le_mul_of_nonneg_right hv (sq_nonneg (φ 1))]
    have h1 := h _ g 1
    simp at h1
    linarith [hρ 1]
  · have g : IsGroundState (0 + diagonal v) ![0, 1] := by
      refine ⟨by simp [dotProduct, Fin.sum_univ_two], fun φ => ?_⟩
      rw [energy_add_diagonal, energy_add_diagonal]
      simp [dotProduct, Fin.sum_univ_two]
      nlinarith [mul_le_mul_of_nonneg_right hv (sq_nonneg (φ 0))]
    have h1 := h _ g 0
    simp at h1
    linarith [hρ 0]

end

end LatticeVRepresentability
```

Here $T=0$ on two sites, so $T$ is symmetric and has no positive entries, but the sites are not linked. A particle localised on the site with the lower potential, `![1, 0]` or `![0, 1]`, is a ground state, and its density vanishes on the other site. No strictly positive density is therefore represented, so symmetry and the sign condition alone do not guarantee a potential.

The word "every" in `Represents` matters here. For $v_0=v_1$ all normalised vectors are ground states, and some of them do have density $\rho$ if $\rho$ sums to one, but not all.

```lean
#print axioms LatticeVRepresentability.represents_iff
#print axioms LatticeVRepresentability.not_represents_without_hopping
```

```
'LatticeVRepresentability.represents_iff' depends on axioms: [propext, Classical.choice, Quot.sound]
'LatticeVRepresentability.not_represents_without_hopping' depends on axioms: [propext, Classical.choice, Quot.sound]
```
